# $m+1$ exact Lanczos steps reproduce the starting vector's moments through order $2m+1$

When a small matrix $T$ stands in for a large Hamiltonian $A$, its spectrum can differ from that of $A$. One exact measure of what $T$ retains is the number of moments it reproduces. For a finite real symmetric $A$, such as a one-electron tight-binding Hamiltonian in an orthonormal basis, and in exact arithmetic, the count below applies to the moments $\langle q,A^kq\rangle$ of the local density of states in a starting orbital $q$.

The finite type `n` labels the orbitals. The sites of the small chain are numbered $0,\dots,m$, so at least one step has been taken.

In Lean 4 with Mathlib:

```lean
import Mathlib

open Matrix

namespace LanczosMoments

variable {n : Type*} [Fintype n] {m : ℕ}
```

The starting vector is column $0$ of the matrix $Q$ of Lanczos vectors: $q=Qe_0$, with $e_i$ the unit vector on chain site $i$.

```lean
/-- The first column of a matrix, as a vector. -/
def firstCol {l : Type*} (M : Matrix l (Fin (m + 1)) ℝ) : l → ℝ := fun i => M i 0
```

The relations between these objects are

$$A^T=A,\quad AQ=QT+w\,e_m^T,\quad Q^TQ=1,\quad Q^Tw=0,$$

together with $T_{ij}=0$ for $i>j+1$. The residual $w$ is what the last step leaves outside the span of the columns of $Q$. It is not normalised and may be zero. `IsLanczos` assumes these relations; it does not run the iteration that produces them, and it does not describe loss of orthogonality through rounding.

```lean
/-- The Lanczos relations after `m + 1` steps: a symmetric `A`, orthonormal columns of `Q`,
a residual `w` orthogonal to them, and a matrix `T` that vanishes below its first subdiagonal. -/
structure IsLanczos (A : Matrix n n ℝ) (Q : Matrix n (Fin (m + 1)) ℝ)
    (T : Matrix (Fin (m + 1)) (Fin (m + 1)) ℝ) (w : n → ℝ) : Prop where
  symmetric : Aᵀ = A
  recurrence : A * Q = Q * T + vecMulVec w (Pi.single (Fin.last m) 1)
  orthonormal : Qᵀ * Q = 1
  residual : Qᵀ *ᵥ w = 0
  hessenberg : ∀ i j : Fin (m + 1), (j : ℕ) + 1 < i → T i j = 0
```

## The projected matrix is a symmetric chain

Multiplying the recurrence by $Q^T$ gives $Q^TAQ=T+(Q^Tw)e_m^T=T$. Transposing gives $T^T=Q^TA^TQ=T$, so the zeros below the first subdiagonal are mirrored above the first superdiagonal. In the proof, `hw` removes the residual term.

```lean
variable {A : Matrix n n ℝ} {Q : Matrix n (Fin (m + 1)) ℝ}
  {T : Matrix (Fin (m + 1)) (Fin (m + 1)) ℝ} {w : n → ℝ}

/-- `T` is the projection of `A` on the Lanczos basis; it is symmetric, and it vanishes
above its first superdiagonal. -/
theorem IsLanczos.tridiagonal (h : IsLanczos A Q T w) :
    Qᵀ * A * Q = T ∧ Tᵀ = T ∧ ∀ i j : Fin (m + 1), (i : ℕ) + 1 < j → T i j = 0 := by
  have hw : Qᵀ * vecMulVec w (Pi.single (Fin.last m) 1) = 0 := by
    ext i j
    have hi : ∑ l, Qᵀ i l * w l = 0 := congrFun h.residual i
    rw [Matrix.mul_apply, Matrix.zero_apply]
    simp only [vecMulVec_apply, ← mul_assoc]
    rw [← Finset.sum_mul, hi, zero_mul]
  have hT : Qᵀ * A * Q = T := by
    rw [Matrix.mul_assoc, h.recurrence, Matrix.mul_add, ← Matrix.mul_assoc,
      h.orthonormal, Matrix.one_mul, hw, add_zero]
  have hs : Tᵀ = T := by
    rw [← hT, transpose_mul, transpose_mul, transpose_transpose, h.symmetric,
      Matrix.mul_assoc]
  refine ⟨hT, hs, fun i j hij => ?_⟩
  rw [← hs, transpose_apply]
  exact h.hessenberg j i hij
```

## Amplitude moves at most one site per power

Write

$$(T^{j+1})_{i0}=\sum_l T_{il}(T^j)_{l0}.$$

Let $i>j+1$. Terms with $l>j$ vanish by induction, and terms with $l\le j$ vanish because $l+1<i$. Hence $(T^j)_{i0}=0$ whenever $i>j$. The `by_cases` makes this division of the sum.

```lean
/-- After `j` applications of `T`, the first site has no amplitude on sites beyond `j`. -/
theorem IsLanczos.light_cone (h : IsLanczos A Q T w) (j : ℕ) :
    ∀ i : Fin (m + 1), j < (i : ℕ) → (T ^ j) i 0 = 0 := by
  induction j with
  | zero =>
    intro i hi
    rw [pow_zero]
    exact Matrix.one_apply_ne (fun e => by simp [e] at hi)
  | succ j ih =>
    intro i hi
    rw [pow_succ', Matrix.mul_apply]
    refine Finset.sum_eq_zero fun l _ => ?_
    by_cases hl : j < (l : ℕ)
    · rw [ih l hl, mul_zero]
    · rw [h.hessenberg i l (by omega), zero_mul]
```

At the front, $i=j+1$, only $l=j$ survives: smaller $l$ fail by the shape of $T$, larger $l$ by the previous result. Therefore, for $j\le m$,

$$(T^j)_{j0}=\prod_{i=0}^{j-1}T_{i+1,i}.$$

```lean
/-- The amplitude of `T ^ j` from the first site to site `j` is the product of the
first `j` subdiagonal entries. -/
theorem IsLanczos.front_amplitude (h : IsLanczos A Q T w) (j : ℕ) (hj : j ≤ m) :
    (T ^ j) ⟨j, Nat.lt_succ_of_le hj⟩ 0 =
      ∏ i : Fin j, T (Fin.castLE hj i).succ (Fin.castLE hj i).castSucc := by
  induction j with
  | zero => simp
  | succ j ih =>
    have hj' : j ≤ m := by omega
    rw [pow_succ', Matrix.mul_apply,
      Finset.sum_eq_single (⟨j, Nat.lt_succ_of_le hj'⟩ : Fin (m + 1))]
    · rw [ih hj', Fin.prod_univ_castSucc]
      exact mul_comm _ _
    · intro l _ hl
      have hne : (l : ℕ) ≠ j := fun e => hl (Fin.ext e)
      rcases lt_or_gt_of_ne hne with hlt | hgt
      · rw [h.hessenberg _ l (Nat.succ_lt_succ hlt), zero_mul]
      · rw [h.light_cone j l hgt, mul_zero]
    · intro hh
      exact absurd (Finset.mem_univ _) hh
```

## The residual enters only at the last site

For any chain vector $x$, the recurrence gives $AQx=QTx+x_m w$, which is `step` in the proof. Starting from $q=Qe_0$, this yields

$$A^{j+1}q=QT^{j+1}e_0+(T^j)_{m0}\,w,\qquad j\le m.$$

In the induction from $j$ to $j+1\le m$, the old residual term vanishes because $j<m$, and `step` applies again.

```lean
variable [DecidableEq n]

/-- Krylov vectors of `A` are those of `T` carried over by `Q`, plus a multiple of the
residual given by the amplitude on the last site. -/
theorem IsLanczos.krylov (h : IsLanczos A Q T w) (j : ℕ) (hj : j ≤ m) :
    A ^ (j + 1) *ᵥ firstCol Q =
      Q *ᵥ firstCol (T ^ (j + 1)) + (T ^ j) (Fin.last m) 0 • w := by
  have step : ∀ x, A *ᵥ (Q *ᵥ x) = Q *ᵥ (T *ᵥ x) + x (Fin.last m) • w := by
    intro x
    rw [mulVec_mulVec, h.recurrence, add_mulVec, ← mulVec_mulVec]
    congr 1
    ext i
    simp [vecMulVec_apply, mulVec, dotProduct, Pi.single_apply]
    ring
  have col : ∀ k, T *ᵥ firstCol (T ^ k) = firstCol (T ^ (k + 1)) := by
    intro k
    rw [pow_succ']
    rfl
  induction j with
  | zero =>
    have h1 : firstCol Q = Q *ᵥ firstCol (T ^ 0) := by
      rw [pow_zero]
      exact (congrArg firstCol (Matrix.mul_one Q)).symm
    calc A ^ (0 + 1) *ᵥ firstCol Q = A *ᵥ (Q *ᵥ firstCol (T ^ 0)) := by
          rw [← h1, zero_add, pow_one]
      _ = _ := by
          rw [step, col]
          rfl
  | succ j ih =>
    -- the residual has not been reached yet
    have h0 : (T ^ j) (Fin.last m) 0 = 0 := h.light_cone j _ (by simpa using hj)
    rw [pow_succ' A (j + 1), ← mulVec_mulVec, ih (by omega), h0, zero_smul, add_zero,
      step, col]
    rfl
```

Symmetry of $A$ lets the powers be shared: $\langle q,A^{i+j+2}q\rangle=\langle A^{i+1}q,A^{j+1}q\rangle$. Insert the previous formula on both sides. Since $\langle Qx,Qy\rangle=\langle x,y\rangle$ and $\langle Qx,w\rangle=0$ (`g1` to `g3`), the cross terms vanish. Symmetry of $T$ then gives, for $i,j\le m$,

$$\langle q,A^{i+j+2}q\rangle=(T^{i+j+2})_{00}+(T^i)_{m0}(T^j)_{m0}\langle w,w\rangle.$$

```lean
/-- For `i, j ≤ m`, the moment of `A` of order `i + j + 2` in the starting vector is the corner
entry of the same power of `T` plus a term from the residual. -/
theorem IsLanczos.moment_split (h : IsLanczos A Q T w) (i j : ℕ) (hi : i ≤ m) (hj : j ≤ m) :
    firstCol Q ⬝ᵥ (A ^ ((i + 1) + (j + 1)) *ᵥ firstCol Q) =
      (T ^ ((i + 1) + (j + 1))) 0 0 +
        (T ^ i) (Fin.last m) 0 * (T ^ j) (Fin.last m) 0 * (w ⬝ᵥ w) := by
  have g1 : ∀ x y, (Q *ᵥ x) ⬝ᵥ (Q *ᵥ y) = x ⬝ᵥ y := by
    intro x y
    rw [Matrix.dotProduct_mulVec, ← mulVec_transpose, mulVec_mulVec, h.orthonormal,
      one_mulVec]
  have g2 : ∀ x, w ⬝ᵥ (Q *ᵥ x) = 0 := by
    intro x
    rw [Matrix.dotProduct_mulVec, ← mulVec_transpose, h.residual, zero_dotProduct]
  have g3 : ∀ x, (Q *ᵥ x) ⬝ᵥ w = 0 := fun x => by rw [dotProduct_comm, g2]
  have hT : (T ^ ((i + 1) + (j + 1))) 0 0 =
      firstCol (T ^ (i + 1)) ⬝ᵥ firstCol (T ^ (j + 1)) := by
    have hs : (T ^ (i + 1))ᵀ = T ^ (i + 1) := by rw [transpose_pow, h.tridiagonal.2.1]
    calc (T ^ ((i + 1) + (j + 1))) 0 0 = ((T ^ (i + 1))ᵀ * T ^ (j + 1)) 0 0 := by
          rw [hs, pow_add]
      _ = _ := rfl
  -- share the powers of `A` between the two sides of the inner product
  rw [hT, pow_add, ← mulVec_mulVec, Matrix.dotProduct_mulVec, ← mulVec_transpose,
    transpose_pow, h.symmetric, h.krylov i hi, h.krylov j hj]
  simp only [add_dotProduct, dotProduct_add, smul_dotProduct, dotProduct_smul,
    smul_eq_mul, g1, g2, g3]
  ring
```

## Agreement through order $2m+1$

Order $0$ is $\langle q,q\rangle=1$, and order $1$ is $(Q^TAQ)_{00}=T_{00}$. For $2\le k\le 2m+1$, split $k-2=i+j$ as evenly as possible, so that $i<m$ and $j\le m$. Then $(T^i)_{m0}=0$, and the correction disappears.

```lean
/-- The first `2m + 2` moments of `A` in the starting vector, orders `0` to `2m + 1`,
are the corner entries of the powers of the `(m + 1)`-site matrix `T`. -/
theorem IsLanczos.moments (h : IsLanczos A Q T w) (k : ℕ) (hk : k ≤ 2 * m + 1) :
    firstCol Q ⬝ᵥ (A ^ k *ᵥ firstCol Q) = (T ^ k) 0 0 := by
  match k, hk with
  | 0, _ =>
    rw [pow_zero, pow_zero, one_mulVec]
    exact congrFun (congrFun h.orthonormal 0) 0
  | 1, _ =>
    have h1 := h.tridiagonal.1
    rw [Matrix.mul_assoc] at h1
    rw [pow_one, pow_one]
    exact congrFun (congrFun h1 0) 0
  | k + 2, hk =>
    obtain ⟨i, j, hi, hj, rfl⟩ : ∃ i j, i < m ∧ j ≤ m ∧ k = i + j :=
      ⟨k / 2, k - k / 2, by omega, by omega, by omega⟩
    rw [show i + j + 2 = (i + 1) + (j + 1) by omega, h.moment_split i j hi.le hj,
      h.light_cone i (Fin.last m) (by simpa using hi), zero_mul, zero_mul, add_zero]
```

At order $2m+2$, take $i=j=m$:

$$\langle q,A^{2m+2}q\rangle=(T^{2m+2})_{00}+\Big(\prod_{i=0}^{m-1}T_{i+1,i}\Big)^2\langle w,w\rangle.$$

In the smallest case, $m=0$, the product is empty and $T$ is the single number $a=\langle q,Aq\rangle$. The formula becomes $\langle q,A^2q\rangle=a^2+\langle w,w\rangle$: the squared residual is the variance of $A$ in $q$.

```lean
/-- At order `2m + 2` the moments differ by the squared product of the subdiagonal entries
of `T` times the squared length of the residual. -/
theorem IsLanczos.first_error (h : IsLanczos A Q T w) :
    firstCol Q ⬝ᵥ (A ^ (2 * m + 2) *ᵥ firstCol Q) =
      (T ^ (2 * m + 2)) 0 0 + (∏ i : Fin m, T i.succ i.castSucc) ^ 2 * (w ⬝ᵥ w) := by
  have hc : (T ^ m) (Fin.last m) 0 = ∏ i : Fin m, T i.succ i.castSucc :=
    h.front_amplitude m le_rfl
  rw [show 2 * m + 2 = (m + 1) + (m + 1) by omega, h.moment_split m m le_rfl le_rfl, hc, sq]
```

## Eigenvalues as quadrature nodes

Let $T=U\,\mathrm{diag}(\theta)\,U^T$ with $U^TU=1$; the theorem takes $U$ and $\theta$ as given, and the spectral theorem supplies them. Then $(T^k)_{00}=\sum_iU_{0i}^2\theta_i^k$ (`hk`). Summing over the monomials of a polynomial $p$ of degree at most $2m+1$ gives

$$\langle q,p(A)q\rangle=\sum_{i=0}^{m}U_{0i}^2\,p(\theta_i).$$

This is Gaussian exactness for the discrete spectral measure of $A$ in $q$. The theorem does not identify the nodes as zeros of orthogonal polynomials, nor does it bound the error for other functions.

```lean
/-- Gauss quadrature: for polynomials of degree at most `2m + 1`, the expectation value of `p(A)` in
the starting vector is the sum of the values of `p` at the eigenvalues of `T`, weighted by the
squared first components of its orthonormal eigenvectors. -/
theorem IsLanczos.gauss_quadrature (h : IsLanczos A Q T w)
    (U : Matrix (Fin (m + 1)) (Fin (m + 1)) ℝ) (θ : Fin (m + 1) → ℝ)
    (hU : Uᵀ * U = 1) (hT : T = U * diagonal θ * Uᵀ)
    (p : Polynomial ℝ) (hp : p.natDegree ≤ 2 * m + 1) :
    firstCol Q ⬝ᵥ (Polynomial.aeval A p *ᵥ firstCol Q) =
      ∑ i, U 0 i ^ 2 * p.eval (θ i) := by
  have hpow : ∀ k : ℕ, T ^ k = U * diagonal (fun i => θ i ^ k) * Uᵀ := by
    intro k
    induction k with
    | zero => simp [mul_eq_one_comm.mp hU]
    | succ k ih =>
      rw [pow_succ, ih, hT]
      calc _ = U * diagonal (fun i => θ i ^ k) * (Uᵀ * U) * diagonal θ * Uᵀ := by
            simp only [Matrix.mul_assoc]
        _ = _ := by
            rw [hU, Matrix.mul_one, Matrix.mul_assoc U, diagonal_mul_diagonal]
            simp only [pow_succ]
  have hk : ∀ k : ℕ, (T ^ k) 0 0 = ∑ i, U 0 i ^ 2 * θ i ^ k := by
    intro k
    rw [hpow, Matrix.mul_apply]
    refine Finset.sum_congr rfl fun i _ => ?_
    rw [Matrix.mul_diagonal, transpose_apply]
    ring
  have key : ∀ M : Matrix n n ℝ,
      firstCol Q ⬝ᵥ (M *ᵥ firstCol Q) = (Qᵀ * (M * Q)) 0 0 := fun _ => rfl
  -- expand in monomials and use the moments one by one
  rw [key, Polynomial.aeval_eq_sum_range, Matrix.sum_mul, Matrix.mul_sum, Matrix.sum_apply]
  simp_rw [Polynomial.eval_eq_sum_range, Finset.mul_sum]
  rw [Finset.sum_comm]
  refine Finset.sum_congr rfl fun k hkr => ?_
  have hkp : k ≤ 2 * m + 1 := by
    have := Finset.mem_range.mp hkr
    omega
  rw [Matrix.smul_mul, Matrix.mul_smul, Matrix.smul_apply, ← key, h.moments k hkp, hk,
    smul_eq_mul, Finset.mul_sum]
  exact Finset.sum_congr rfl fun i _ => by ring
```

## Two steps on three sites

Take a three-site chain with unit hopping and zero on-site energies, and start on its first site. Here $m=1$, $T=\begin{pmatrix}0&1\\1&0\end{pmatrix}$ and $w=(0,0,1)$. By hand, $Aq=(0,1,0)$ and $A^2q=(1,0,1)$, then $A^3q=(0,2,0)$ and $A^4q=(2,0,2)$.

| order | 0 | 1 | 2 | 3 | 4 |
|---|---|---|---|---|---|
| $A$ | 1 | 0 | 1 | 0 | 2 |
| $T$ | 1 | 0 | 1 | 0 | 1 |

The difference at order $4$ is $1^2\cdot1$, as predicted. The nodes are $\pm1$ with weights $\tfrac12$. The code verifies the Lanczos relations for this example.

```lean
/-- Two Lanczos steps on a three-site hopping chain, started on its first site, satisfy
the Lanczos relations with a nonzero residual. -/
theorem isLanczos_witness :
    IsLanczos (m := 1) !![0, 1, 0; 1, 0, 1; 0, 1, 0] !![1, 0; 0, 1; 0, 0]
      !![0, 1; 1, 0] (![0, 0, 1] : Fin 3 → ℝ) where
  symmetric := by
    ext i j
    fin_cases i <;> fin_cases j <;> simp
  recurrence := by
    ext i j
    rw [Matrix.add_apply, Matrix.mul_apply, Matrix.mul_apply, vecMulVec_apply]
    fin_cases i <;> fin_cases j <;>
      simp [Fin.sum_univ_succ, Fin.last]
  orthonormal := by
    ext i j
    fin_cases i <;> fin_cases j <;> simp [Matrix.mul_apply, Fin.sum_univ_succ]
  residual := by
    ext i
    fin_cases i <;> simp [mulVec, dotProduct, Fin.sum_univ_succ]
  hessenberg := by
    intro i j hij
    have := i.isLt
    exfalso
    omega

end LanczosMoments
```

```lean
#print axioms LanczosMoments.IsLanczos.moments
-- 'LanczosMoments.IsLanczos.moments' depends on axioms: [propext, Classical.choice, Quot.sound]
#print axioms LanczosMoments.IsLanczos.first_error
-- 'LanczosMoments.IsLanczos.first_error' depends on axioms: [propext, Classical.choice, Quot.sound]
#print axioms LanczosMoments.IsLanczos.gauss_quadrature
-- 'LanczosMoments.IsLanczos.gauss_quadrature' depends on axioms: [propext, Classical.choice, Quot.sound]
```
